# Spectrum alone cannot detect translation symmetry: every finite Hermitian matrix is unitarily equivalent to a Hermitian circulant

Suppose that the energy levels of a small cluster agree exactly with those of a ring of identical sites, and that one concludes from this that the cluster is translation-invariant. The conclusion can be false. An open chain of three sites with real amplitude $-t$ between neighbours has the energies $-\sqrt2\,t,\ 0,\ \sqrt2\,t$. A three-site ring with amplitude $i\sqrt{2/3}\,t$ for each step forward, and the complex conjugate for each step back, has the same three energies. The chain has two ends and the ring has none. The complex amplitude is essential here: for $t>0$ its phases add up to $3\pi/2$ around the ring, as a magnetic flux through the ring would produce. In a translation-invariant ring with real amplitudes, waves running in opposite directions have the same energy, so a three-site ring of that kind has two equal levels and cannot match the chain when $t\neq0$.

If complex amplitudes are allowed, a translation-invariant partner always exists. Let $A$ be a complex Hermitian $N\times N$ matrix with $N\ge1$. Then there is a unitary $U$ such that $UAU^\dagger$ is Hermitian and circulant, which means that its entries depend only on the difference of the site labels modulo $N$. For a single particle on a finite ring with one orbital per site, the Hermitian circulant matrices are the translation-invariant Hamiltonians.

## From energies to hopping amplitudes

Label the sites $x$ and the momenta $k$ by integers modulo $N$. With one orbital per site, the Bloch waves are plane waves, and they form the columns of the matrix
$$F_{xk}=\frac{1}{\sqrt N}\,e^{2\pi i xk/N}.$$
Give wave $k$ the energy $E(k)$ and let $D$ be the diagonal matrix of these energies. Then
$$(FDF^\dagger)_{xy}=\sum_k \frac{e^{2\pi i xk/N}}{\sqrt N}\,E(k)\,\frac{e^{-2\pi i yk/N}}{\sqrt N}=h(x-y),\qquad h(d)=\frac1N\sum_k E(k)\,e^{2\pi i kd/N}.$$
The two phases combine into one that depends only on $x-y$, so $FDF^\dagger$ is circulant with hopping amplitudes $h$.

If every $E(k)$ equals 1, then $D$ is the identity and $h(d)=\frac1N\sum_k e^{2\pi ikd/N}$. For $d=0$ this is 1. For $d\neq0$ it is a geometric sum of $N$ terms whose ratio $e^{2\pi id/N}$ differs from 1 but has $N$-th power 1, so it vanishes. Hence $FF^\dagger=1$, and $F$ is unitary.

The spectral theorem now gives $A=VDV^\dagger$, with $V$ unitary and the real eigenvalues of $A$ on the diagonal of $D$. Put $U=FV^\dagger$. Then
$$UAU^\dagger=FV^\dagger\,VDV^\dagger\,VF^\dagger=FDF^\dagger,$$
which is circulant. It is Hermitian because $(UAU^\dagger)^\dagger=UA^\dagger U^\dagger=UAU^\dagger$.

For the open chain, take $E(0)=0$, $E(1)=\sqrt2\,t$ and $E(2)=-\sqrt2\,t$. The sum gives $h(0)=0$ and
$$h(1)=\frac{\sqrt2\,t}{3}\left(e^{2\pi i/3}-e^{4\pi i/3}\right)=i\sqrt{\tfrac23}\,t,\qquad h(2)=\overline{h(1)},$$
which is the ring described above. The same sum appears in tight-binding calculations: for a single band in one dimension, with energies known at the $N$ wave numbers $2\pi k/(Na)$, where $a$ is the lattice spacing, it returns the hopping amplitudes of the $N$-cell periodic model.

## The hidden translation

Let $T$ move an amplitude from site $y$ to site $y+1$. For any matrix $M$ on the ring,
$$(MT)_{xy}=M_{x,y+1},\qquad (TM)_{xy}=M_{x-1,y}.$$
If $M$ commutes with $T$, then $M_{x+1,y+1}=M_{xy}$. Starting from the entry $(x-y,0)$ and applying this $y$ times gives $M_{xy}=M_{x-y,0}$, so $M$ is circulant. Conversely, if $M_{xy}=h(x-y)$, both products have the entry $h(x-y-1)$.

Since $C=UAU^\dagger$ commutes with $T$, and $A=U^\dagger CU$, the matrix $A$ commutes with $U^\dagger TU$:
$$A\,(U^\dagger TU)=U^\dagger CTU=U^\dagger TCU=(U^\dagger TU)\,A.$$
Every Hermitian $A$ therefore has a translation symmetry in some orthonormal basis. Whether the vectors of that basis are orbitals localised at successive positions in space is a separate physical question, and the hypotheses say nothing about it.

## A transition operator has no circulant form

For an arbitrary complex matrix the claim fails. Any two circulants commute: in
$$\sum_z g(x-z)\,h(z-y)$$
the substitution $z\to x+y-z$ exchanges $g$ and $h$. The adjoint of a circulant is again circulant, with amplitudes $\overline{h(-d)}$, so $CC^\dagger=C^\dagger C$. If $A=U^\dagger CU$, then
$$AA^\dagger=U^\dagger CC^\dagger U=U^\dagger C^\dagger CU=A^\dagger A,$$
and $A$ is normal.

On two sites, the transition operator
$$A=|0\rangle\langle1|=\begin{pmatrix}0&1\\0&0\end{pmatrix}$$
has $AA^\dagger=|0\rangle\langle0|$ and $A^\dagger A=|1\rangle\langle1|$. It is not normal, so no unitary makes it circulant. The obstruction is the failure to be normal, not the failure to be Hermitian: the translation $T$ is circulant already, although for $N\ge3$ it is not Hermitian.

## The ring, its waves and its hoppings in Lean

The type `ZMod N` supplies the labels for both sites and momenta, with arithmetic modulo $N$. The instance `NeZero N` expresses $N\ge1$.

```lean
import Mathlib

open Matrix

namespace CirculantHamiltonian

noncomputable section

variable {N : ℕ} [NeZero N]
```

The function `ZMod.stdAddChar` sends $j$ to $e^{2\pi ij/N}$, so `bloch N` is the matrix $F$, with the positive sign in the exponent.

```lean
/-- The matrix whose column `k` is the normalised Bloch wave `exp(2πi k x / N) / √N`
on a ring of `N ≥ 1` sites. -/
def bloch (N : ℕ) [NeZero N] : Matrix (ZMod N) (ZMod N) ℂ :=
  Matrix.of fun x k => ((√(N : ℝ) : ℝ) : ℂ)⁻¹ * ZMod.stdAddChar (x * k)
```

The next definition is $h(d)$. The energies are allowed to be complex here; they become real when the eigenvalues of a Hermitian matrix are inserted.

```lean
/-- The hopping amplitude for the signed displacement `d` on a ring of `N ≥ 1` sites, as the
discrete Fourier sum of the band energies `E k`. -/
def hopping (E : ZMod N → ℂ) (d : ZMod N) : ℂ :=
  (N : ℂ)⁻¹ * ∑ k, E k * ZMod.stdAddChar (k * d)
```

The matrix $T$ has a 1 where the row label is the column label plus one. On a wavefunction $\psi$ it acts as $(T\psi)(x)=\psi(x-1)$.

```lean
/-- Translation by one site: it sends the amplitude at site `y` to site `y + 1`. -/
def translation (N : ℕ) [NeZero N] : Matrix (ZMod N) (ZMod N) ℂ :=
  Matrix.of fun x y => if x = y + 1 then 1 else 0
```

## Circulant means commuting with translation

In Mathlib, `circulant h` has the entry `h (x - y)` in row `x` and column `y`. The following theorem confirms that this is translation invariance on the ring. The facts `hL` and `hR` are the two product formulas above. From them `step` extracts the invariance under one shift, and `shift` iterates it by induction. The amplitudes are then read from column 0.

```lean
/-- A matrix on the ring commutes with translation by one site exactly when it is circulant. -/
theorem commutes_translation_iff (M : Matrix (ZMod N) (ZMod N) ℂ) :
    M * translation N = translation N * M ↔ ∃ h : ZMod N → ℂ, M = circulant h := by
  have hL : ∀ x y, (M * translation N) x y = M x (y + 1) := by
    intro x y
    simp [Matrix.mul_apply, translation]
  have hR : ∀ x y, (translation N * M) x y = M (x - 1) y := by
    intro x y
    have hx : ∀ j, x = j + 1 ↔ j = x - 1 := fun j =>
      ⟨fun h => by rw [h]; ring, fun h => by rw [h]; ring⟩
    simp [Matrix.mul_apply, translation, hx]
  constructor
  · intro h
    have step : ∀ x y, M (x + 1) (y + 1) = M x y := by
      intro x y
      have h1 := congrFun (congrFun h (x + 1)) y
      rwa [hL, hR, add_sub_cancel_right] at h1
    -- iterate the one-site invariance
    have shift : ∀ (n : ℕ) (x y : ZMod N), M (x + n) (y + n) = M x y := by
      intro n
      induction n with
      | zero => intro x y; simp
      | succ n ih =>
        intro x y
        rw [Nat.cast_succ, ← add_assoc, ← add_assoc, step, ih]
    refine ⟨fun d => M d 0, ?_⟩
    ext x y
    have h2 := shift y.val (x - y) 0
    rw [ZMod.natCast_zmod_val, sub_add_cancel, zero_add] at h2
    exact h2
  · rintro ⟨h, rfl⟩
    ext x y
    rw [hL, hR, circulant_apply, circulant_apply]
    congr 1
    ring
```

## Bloch waves with prescribed energies

The identity $FDF^\dagger=\text{circulant}(h)$ is proved entry by entry. The fact `hc` multiplies the two factors $1/\sqrt N$ into $1/N$, and `hψ` splits $e^{2\pi ik(x-y)/N}$ into a phase for $x$ and a conjugate phase for $y$. After that the sums agree term by term.

```lean
/-- Assigning the energies `E k` to the Bloch waves produces the circulant matrix
with hopping amplitudes `hopping E`. -/
theorem bloch_diagonal (E : ZMod N → ℂ) :
    bloch N * diagonal E * (bloch N)ᴴ = circulant (hopping E) := by
  have hc : ((√(N : ℝ) : ℝ) : ℂ)⁻¹ * star ((√(N : ℝ) : ℝ) : ℂ)⁻¹ = (N : ℂ)⁻¹ := by
    rw [star_inv₀, ← starRingEnd_apply, Complex.conj_ofReal, ← mul_inv,
      ← Complex.ofReal_mul, Real.mul_self_sqrt (Nat.cast_nonneg N), Complex.ofReal_natCast]
  ext x y
  rw [Matrix.mul_apply, circulant_apply, hopping, Finset.mul_sum]
  refine Finset.sum_congr rfl fun k _ => ?_
  -- the phase depends only on the difference x - y of the site labels
  have hψ : (ZMod.stdAddChar (k * (x - y)) : ℂ)
      = ZMod.stdAddChar (x * k) * star (ZMod.stdAddChar (y * k) : ℂ) := by
    rw [show k * (x - y) = x * k + -(y * k) by ring, AddChar.map_add_eq_mul,
      AddChar.map_neg_eq_conj, starRingEnd_apply]
  rw [mul_diagonal, conjTranspose_apply, hψ, ← hc]
  simp only [bloch, Matrix.of_apply, star_mul']
  ring
```

Unitarity follows by setting all energies to 1, as in the derivation. Mathlib's `AddChar.sum_mulShift` evaluates the sum of phases, and the two cases `x = y` and `x ≠ y` give the entries of the identity matrix.

```lean
/-- The Bloch waves form an orthonormal basis: their matrix is unitary. -/
theorem bloch_unitary (N : ℕ) [NeZero N] : bloch N ∈ unitaryGroup (ZMod N) ℂ := by
  have hN : (N : ℂ) ≠ 0 := Nat.cast_ne_zero.mpr (NeZero.ne N)
  have h := bloch_diagonal (fun _ : ZMod N => (1 : ℂ))
  rw [diagonal_one, mul_one] at h
  rw [mem_unitaryGroup_iff, star_eq_conjTranspose, h]
  ext x y
  rw [circulant_apply, hopping]
  simp only [one_mul]
  -- orthogonality of the characters of the ring
  rw [AddChar.sum_mulShift _ (ZMod.isPrimitive_stdAddChar N), Matrix.one_apply]
  by_cases hxy : x = y
  · simp [hxy, hN, ZMod.card]
  · simp [hxy, sub_eq_zero]
```

## The equivalence for a Hermitian matrix

The next theorem takes a matrix `A` with the hypothesis `A.IsHermitian`. Its rows and columns carry labels in `ZMod N`, but this is only a numbering, and no symmetry of `A` is assumed. The conclusion provides a unitary `U` and names the resulting amplitudes: they are the Fourier sums of the eigenvalues of `A`. Which eigenvalue receives which `k` is decided by Mathlib's numbering, so `k` is not a momentum measured in the original system. Another numbering generally gives another circulant with the same spectrum.

The fact `key` is the cancellation of $V^\dagger V$ for an arbitrary unitary $V$ and arbitrary energies. The fact `hs` is the spectral theorem in the form $A=VDV^\dagger$. Combining them gives the result with $U=FV^\dagger$.

```lean
/-- Every Hermitian matrix is unitarily equivalent to the circulant whose hopping amplitudes
are the Fourier sums of its eigenvalues. -/
theorem equivalent_to_hopping {A : Matrix (ZMod N) (ZMod N) ℂ} (hA : A.IsHermitian) :
    ∃ U ∈ unitaryGroup (ZMod N) ℂ,
      U * A * Uᴴ = circulant (hopping fun k => (hA.eigenvalues k : ℂ)) := by
  have key : ∀ V ∈ unitaryGroup (ZMod N) ℂ, ∀ E : ZMod N → ℂ,
      (bloch N * Vᴴ) * (V * diagonal E * Vᴴ) * (bloch N * Vᴴ)ᴴ = circulant (hopping E) := by
    intro V hV E
    have h1 : Vᴴ * V = 1 := mem_unitaryGroup_iff'.mp hV
    calc (bloch N * Vᴴ) * (V * diagonal E * Vᴴ) * (bloch N * Vᴴ)ᴴ
        = bloch N * (Vᴴ * V) * diagonal E * (Vᴴ * V) * (bloch N)ᴴ := by
          simp only [conjTranspose_mul, conjTranspose_conjTranspose, Matrix.mul_assoc]
      _ = circulant (hopping E) := by rw [h1, mul_one, mul_one, bloch_diagonal]
  -- diagonalise, then read the eigenbasis as Bloch waves
  have hs : A = (hA.eigenvectorUnitary : Matrix (ZMod N) (ZMod N) ℂ)
      * diagonal (fun k => (hA.eigenvalues k : ℂ))
      * (hA.eigenvectorUnitary : Matrix (ZMod N) (ZMod N) ℂ)ᴴ := by
    have h := hA.spectral_theorem
    rw [Unitary.conjStarAlgAut_apply] at h
    exact h
  have h2 := key _ hA.eigenvectorUnitary.2 (fun k => (hA.eigenvalues k : ℂ))
  rw [← hs] at h2
  exact ⟨_, mul_mem (bloch_unitary N) (star hA.eigenvectorUnitary).2, h2⟩
```

The main theorem keeps the existence of the amplitudes and adds that the circulant is Hermitian. Its proof rewrites the circulant as $UAU^\dagger$, which inherits the property from `A`.

```lean
/-- Every Hermitian matrix on `N ≥ 1` sites is unitarily equivalent to a Hermitian circulant matrix.
-/
theorem hermitian_equivalent_to_circulant {A : Matrix (ZMod N) (ZMod N) ℂ}
    (hA : A.IsHermitian) :
    ∃ U ∈ unitaryGroup (ZMod N) ℂ, ∃ h : ZMod N → ℂ,
      (circulant h).IsHermitian ∧ U * A * Uᴴ = circulant h := by
  obtain ⟨U, hU, e⟩ := equivalent_to_hopping hA
  refine ⟨U, hU, _, ?_, e⟩
  rw [← e]
  exact isHermitian_mul_mul_conjTranspose U hA
```

The matrix is finite throughout; infinite lattices would need another statement. The matrix `A` may come from a system with several orbitals per cell, but the ring that the theorem provides has one orbital per site, and its number of sites is the dimension of `A`.

## Returning to the original basis

Two short lemmas handle the change of basis. The first turns $UAU^\dagger=C$ into $A=U^\dagger CU$ by means of $U^\dagger U=1$.

```lean
/-- A unitary change of basis is undone by the adjoint unitary. -/
theorem undo_basis_change {A C U : Matrix (ZMod N) (ZMod N) ℂ}
    (hU : U ∈ unitaryGroup (ZMod N) ℂ) (e : U * A * Uᴴ = C) : A = Uᴴ * C * U := by
  have h1 : Uᴴ * U = 1 := mem_unitaryGroup_iff'.mp hU
  calc A = (Uᴴ * U) * A * (Uᴴ * U) := by rw [h1, one_mul, mul_one]
    _ = Uᴴ * C * U := by rw [← e]; simp only [Matrix.mul_assoc]
```

The second uses $UU^\dagger=1$ to merge a product of two transformed operators into one.

```lean
/-- A unitary change of basis respects products of operators. -/
theorem basis_change_mul {U : Matrix (ZMod N) (ZMod N) ℂ}
    (hU : U ∈ unitaryGroup (ZMod N) ℂ) (X Y : Matrix (ZMod N) (ZMod N) ℂ) :
    (Uᴴ * X * U) * (Uᴴ * Y * U) = Uᴴ * (X * Y) * U := by
  have h2 : U * Uᴴ = 1 := mem_unitaryGroup_iff.mp hU
  calc (Uᴴ * X * U) * (Uᴴ * Y * U) = Uᴴ * X * (U * Uᴴ) * Y * U := by
        simp only [Matrix.mul_assoc]
    _ = Uᴴ * (X * Y) * U := by rw [h2, mul_one]; simp only [Matrix.mul_assoc]
```

With these, the hidden translation takes a few lines. Both sides of the commutation relation become $U^\dagger(\cdots)U$, and the contents agree because a circulant commutes with `translation N`.

```lean
/-- Every Hermitian matrix commutes with a hidden translation, namely the one-site
translation written in a suitable orthonormal basis. -/
theorem hidden_translation {A : Matrix (ZMod N) (ZMod N) ℂ} (hA : A.IsHermitian) :
    ∃ U ∈ unitaryGroup (ZMod N) ℂ,
      A * (Uᴴ * translation N * U) = (Uᴴ * translation N * U) * A := by
  obtain ⟨U, hU, h, -, e⟩ := hermitian_equivalent_to_circulant hA
  refine ⟨U, hU, ?_⟩
  rw [undo_basis_change hU e, basis_change_mul hU, basis_change_mul hU,
    (commutes_translation_iff (circulant h)).mpr ⟨h, rfl⟩]
```

## Normality as a necessary condition

The following theorem does not assume that `A` is Hermitian. It starts from any matrix that some unitary carries to a circulant and concludes that `A` commutes with its adjoint. The fact `hc` holds because the adjoint of a circulant is circulant and circulants commute.

```lean
/-- A matrix that is unitarily equivalent to a circulant is normal: it commutes with
its adjoint. -/
theorem normal_of_equivalent {A U : Matrix (ZMod N) (ZMod N) ℂ} {h : ZMod N → ℂ}
    (hU : U ∈ unitaryGroup (ZMod N) ℂ) (e : U * A * Uᴴ = circulant h) :
    A * Aᴴ = Aᴴ * A := by
  have hA := undo_basis_change hU e
  have hAh : Aᴴ = Uᴴ * (circulant h)ᴴ * U := by
    rw [hA]
    simp only [conjTranspose_mul, conjTranspose_conjTranspose, Matrix.mul_assoc]
  -- circulants commute with one another
  have hc : circulant h * (circulant h)ᴴ = (circulant h)ᴴ * circulant h := by
    rw [conjTranspose_circulant, circulant_mul_comm]
  rw [hAh, hA, basis_change_mul hU, basis_change_mul hU, hc]
```

In the last theorem, `Matrix.single x y 1` is the operator $|x\rangle\langle y|$, with its single 1 in row `x` and column `y`. If it were equivalent to a circulant it would be normal. At the diagonal entry of site `x`, however, $AA^\dagger$ has the value 1 and $A^\dagger A$ has the value 0. The hypothesis `x ≠ y` requires at least two sites, so for $N=1$ the statement is empty.

```lean
/-- The transition operator `|x⟩⟨y|` between two different sites is not unitarily equivalent
to any circulant matrix. -/
theorem transition_not_equivalent {x y : ZMod N} (hxy : x ≠ y) :
    ¬ ∃ U ∈ unitaryGroup (ZMod N) ℂ, ∃ h : ZMod N → ℂ,
      U * Matrix.single x y (1 : ℂ) * Uᴴ = circulant h := by
  rintro ⟨U, hU, h, e⟩
  -- compare the two products at the diagonal entry of site x
  have h1 := congrFun (congrFun (normal_of_equivalent hU e) x) x
  simp [Matrix.mul_apply, Matrix.single_apply, hxy.symm] at h1

end

end CirculantHamiltonian
```

```lean
#print axioms CirculantHamiltonian.hermitian_equivalent_to_circulant
#print axioms CirculantHamiltonian.hidden_translation
#print axioms CirculantHamiltonian.transition_not_equivalent
```

```
'CirculantHamiltonian.hermitian_equivalent_to_circulant' depends on axioms: [propext, Classical.choice, Quot.sound]
'CirculantHamiltonian.hidden_translation' depends on axioms: [propext, Classical.choice, Quot.sound]
'CirculantHamiltonian.transition_not_equivalent' depends on axioms: [propext, Classical.choice, Quot.sound]
```
